# Hopping phases on an acyclic graph can be removed by a diagonal unitary

Take two orthonormal orbitals, one on each of two sites, with real energies $\varepsilon_0,\varepsilon_1$ and one bond $H_{01}=te^{i\theta}$, where $t>0$ and $H_{10}=te^{-i\theta}$. Multiply the orbital on site 1 by $e^{-i\theta}$ and leave site 0 alone. With $D=\mathrm{diag}(1,e^{-i\theta})$,

$$D^\dagger\begin{pmatrix}\varepsilon_0&te^{i\theta}\\te^{-i\theta}&\varepsilon_1\end{pmatrix}D=\begin{pmatrix}\varepsilon_0&t\\t&\varepsilon_1\end{pmatrix}.$$

The phase has gone, and the levels depend only on $t$ and the site energies. The same rotation works bond by bond on any finite graph without cycles. Below, `n` is the finite set of sites and $H$ a complex matrix indexed by it.

In Lean 4 with Mathlib:

```lean
import Mathlib

open Matrix

namespace TreeGauge

noncomputable section

variable {n : Type*} [Fintype n] [DecidableEq n]
```

## Bonds, moduli and phases

Two distinct sites are bonded when a matrix element between them is nonzero.

```lean
/-- The hopping graph of `H`: two distinct sites are joined when a matrix element between them
is nonzero. -/
def hoppingGraph (H : Matrix n n ℂ) : SimpleGraph n :=
  SimpleGraph.fromRel (fun i j => H i j ≠ 0)
```

The target is the real matrix $R$ with $R_{ii}=\mathrm{Re}\,H_{ii}$ and $R_{ij}=|H_{ij}|$ for $i\ne j$. All its hoppings are nonnegative, so this fixes signs as well as complex phases.

```lean
/-- The real matrix with the on-site energies `Re H i i` and the hoppings `|H i j|`. -/
def zeroFlux (H : Matrix n n ℂ) : Matrix n n ℝ :=
  Matrix.of fun i j => if i = j then (H i i).re else ‖H i j‖
```

A gauge change multiplies orbital $i$ by a unit phase $u_i$. With $D=\mathrm{diag}(u)$, it sends $H_{ij}$ to $(D^\dagger HD)_{ij}=\bar u_iH_{ij}u_j$.

```lean
/-- `H` and `K` are related by a local change of phase of the site orbitals, that is, by
conjugation with a diagonal unitary. -/
def GaugeEquivalent (H K : Matrix n n ℂ) : Prop :=
  ∃ u : n → ℂ, (∀ i, ‖u i‖ = 1) ∧ (diagonal u)ᴴ * H * diagonal u = K
```

A magnetic field enters through Peierls phases, $H_{ij}\mapsto H_{ij}e^{iA_{ij}}$. Here $A_{ij}$ is a real angle that stands for the line integral of the vector potential along the bond, with charge and $\hbar$ absorbed. Zeeman terms and field-dependent changes of the site energies or hopping moduli are left out.

```lean
/-- The Hamiltonian `H` with the Peierls phase `exp (i A i j)` attached to each matrix element. -/
def peierls (H : Matrix n n ℂ) (A : n → n → ℝ) : Matrix n n ℂ :=
  Matrix.of fun i j => H i j * Complex.exp (A i j * Complex.I)
```

For comparison, take the smallest ring, which has three sites, with zero site energies and hoppings of unit modulus. Its loop product is $H_{01}H_{12}H_{20}=e^{if}$.

```lean
/-- The three-site ring with hoppings of unit modulus and loop phase `f`, placed on one bond. -/
def triangle (f : ℝ) : Matrix (Fin 3) (Fin 3) ℂ :=
  !![0, Complex.exp (f * Complex.I), 1;
     Complex.exp (-(f * Complex.I)), 0, 1;
     1, 1, 0]
```

## Making one bond real

Write $z=|z|e^{i\arg z}$ and choose $c=e^{-i\arg z}$. Then $|c|=1$ and $zc=|z|$.

```lean
/-- Every complex amplitude is turned into its modulus by some unit phase. -/
theorem exists_phase (z : ℂ) : ∃ c : ℂ, ‖c‖ = 1 ∧ z * c = ‖z‖ := by
  refine ⟨Complex.exp ((-z.arg : ℝ) * Complex.I), Complex.norm_exp_ofReal_mul_I _, ?_⟩
  have h : Complex.exp (z.arg * Complex.I) * Complex.exp ((-z.arg : ℝ) * Complex.I) = 1 := by
    rw [← Complex.exp_add, Complex.ofReal_neg, neg_mul, add_neg_cancel, Complex.exp_zero]
  have hz := Complex.norm_mul_exp_arg_mul_I z
  linear_combination (‖z‖ : ℂ) * h - Complex.exp ((-z.arg : ℝ) * Complex.I) * hz
```

## Rotating one side of a bond

Let $H$ be Hermitian and $G$ an acyclic graph on the sites. We want unit phases with $\bar u_iH_{ij}u_j=|H_{ij}|$ on every bond of $G$. If $G$ has no bonds, $u_i=1$ suffices.

Otherwise remove a bond $a$–$b$, leaving $G'$. No path in $G'$ joins $b$ to $a$, since together with the removed bond it would close a cycle. By induction $G'$ has suitable phases $u$. Choose a unit $c$ that makes $\bar u_aH_{ab}u_b\,c$ equal to its modulus $|H_{ab}|$, and set

$$w_i=\begin{cases}c\,u_i,& i\text{ connected to }b\text{ in }G',\\u_i,&\text{otherwise.}\end{cases}$$

The removed bond becomes $\bar w_aH_{ab}w_b=|H_{ab}|$, and Hermiticity gives the reverse direction by conjugation. Every other bond has both ends on the same side, so it acquires either $\bar cc=1$ or no factor at all.

In the code, `hnr` is the disconnection, `key` treats the removed bond, and the final case split treats the others.

```lean
omit [DecidableEq n] in
/-- On the bonds of an acyclic graph, site phases can be chosen that make every hopping of a
Hermitian matrix equal to its modulus. -/
theorem exists_site_phases {H : Matrix n n ℂ} (hH : H.IsHermitian) (G : SimpleGraph n) :
    G.IsAcyclic → ∃ u : n → ℂ, (∀ i, ‖u i‖ = 1) ∧
      ∀ i j, G.Adj i j → star (u i) * H i j * u j = ‖H i j‖ := by
  classical
  have : Finite (SimpleGraph n) :=
    Finite.of_injective (fun G : SimpleGraph n => G.Adj) (fun _ _ h => SimpleGraph.ext h)
  induction G using WellFoundedLT.induction with
  | _ G ih =>
  intro hG
  by_cases hE : ∃ a b, G.Adj a b
  swap
  · exact ⟨fun _ => 1, by simp, fun i j h => (hE ⟨i, j, h⟩).elim⟩
  obtain ⟨a, b, hab⟩ := hE
  -- remove the bond a-b; its two ends are then disconnected
  obtain ⟨G', hG'⟩ : ∃ G', G' = G \ SimpleGraph.fromEdgeSet {s(a, b)} := ⟨_, rfl⟩
  have hadj : ∀ i j, G'.Adj i j ↔ G.Adj i j ∧ s(i, j) ≠ s(a, b) := by
    intro i j
    rw [hG', SimpleGraph.sdiff_adj, SimpleGraph.fromEdgeSet_adj]
    constructor
    · rintro ⟨h1, h2⟩
      exact ⟨h1, fun e => h2 ⟨e, h1.ne⟩⟩
    · rintro ⟨h1, h2⟩
      exact ⟨h1, fun h => h2 h.1⟩
  have hle : G' ≤ G := by
    intro i j h
    exact ((hadj i j).1 h).1
  have hlt : G' < G := by
    refine lt_of_le_of_ne hle fun h => ?_
    have h' : G'.Adj a b := by rw [h]; exact hab
    exact ((hadj a b).1 h').2 rfl
  have hnr : ¬ G'.Reachable b a := by
    intro h
    rw [hG'] at h
    obtain ⟨x, p, hp, _⟩ :=
      SimpleGraph.adj_and_reachable_delete_edges_iff_exists_cycle.1 ⟨hab, h.symm⟩
    exact hG p hp
  obtain ⟨u, hu, hu2⟩ := ih G' hlt (fun v c hc => hG (c.mapLe hle) (hc.mapLe hle))
  -- rotate the whole side of b by one common phase
  obtain ⟨c, hc, hcz⟩ := exists_phase (star (u a) * H a b * u b)
  have hcc : star c * c = 1 := by
    rw [Complex.star_def, Complex.conj_mul', hc]; simp
  obtain ⟨w, hw1, hw2⟩ : ∃ w : n → ℂ, (∀ i, G'.Reachable b i → w i = c * u i) ∧
      (∀ i, ¬ G'.Reachable b i → w i = u i) :=
    ⟨fun i => if G'.Reachable b i then c * u i else u i,
      fun i h => if_pos h, fun i h => if_neg h⟩
  have key : star (w a) * H a b * w b = ‖H a b‖ := by
    rw [hw2 a hnr, hw1 b (SimpleGraph.Reachable.refl b)]
    rw [norm_mul, norm_mul, norm_star, hu, hu, one_mul, mul_one] at hcz
    linear_combination hcz
  refine ⟨w, fun i => ?_, fun i j hij => ?_⟩
  · by_cases h : G'.Reachable b i
    · rw [hw1 i h, norm_mul, hc, hu, one_mul]
    · rw [hw2 i h, hu]
  by_cases he : s(i, j) = s(a, b)
  · rcases Sym2.eq_iff.mp he with ⟨h1, h2⟩ | ⟨h1, h2⟩
    · rw [h1, h2, key]
    · rw [h1, h2, ← hH.apply b a, norm_star]
      calc star (w b) * star (H a b) * w a = star (star (w a) * H a b * w b) := by
            simp only [star_mul', star_star]; ring
        _ = ‖H a b‖ := by rw [key]; exact Complex.conj_ofReal _
  · have h' := (hadj i j).2 ⟨hij, he⟩
    by_cases hj : G'.Reachable b j
    · rw [hw1 i (hj.trans h'.symm.reachable), hw1 j hj, star_mul']
      linear_combination (star (u i) * H i j * u j) * hcc + hu2 i j h'
    · rw [hw2 i (fun h => hj (h.trans h'.reachable)), hw2 j hj, hu2 i j h']
```

## The whole matrix

Apply this to the hopping graph of $H$. On the diagonal, $\bar u_iH_{ii}u_i=H_{ii}=\mathrm{Re}\,H_{ii}$, because $H$ is Hermitian. Off the diagonal, a zero entry stays zero and a nonzero one is a bond. Hence $D^\dagger HD=R$. The theorem states this with $R$ read as a complex matrix, and its proof checks these three cases.

```lean
/-- A Hermitian matrix with an acyclic hopping graph is conjugate by a diagonal unitary to the
real matrix with the same diagonal and off-diagonal entries `|H i j|`. -/
theorem tree_gauge {H : Matrix n n ℂ} (hH : H.IsHermitian) (hG : (hoppingGraph H).IsAcyclic) :
    GaugeEquivalent H ((zeroFlux H).map Complex.ofReal) := by
  obtain ⟨u, hu, hu2⟩ := exists_site_phases hH _ hG
  refine ⟨u, hu, ?_⟩
  ext i j
  rw [diagonal_conjTranspose, mul_diagonal, diagonal_mul, Pi.star_apply]
  by_cases hij : i = j
  · subst hij
    have h1 : star (u i) * u i = 1 := by
      rw [Complex.star_def, Complex.conj_mul', hu]; simp
    have h2 : ((H i i).re : ℂ) = H i i := Complex.conj_eq_iff_re.1 (hH.apply i i)
    simp only [zeroFlux, map_apply, of_apply, if_true, h2]
    linear_combination H i i * h1
  · simp only [zeroFlux, map_apply, of_apply, if_neg hij]
    by_cases h0 : H i j = 0
    · simp [h0]
    · exact hu2 i j ((SimpleGraph.fromRel_adj _ _ _).2 ⟨hij, Or.inl h0⟩)
```

## Levels that ignore the field

Let $\chi_M$ be the characteristic polynomial of $M$. Since $\chi_{MN}=\chi_{NM}$ and $DD^\dagger=1$,

$$\chi_{D^\dagger HD}=\chi_{DD^\dagger H}=\chi_H.$$

```lean
/-- Gauge-equivalent Hamiltonians have the same characteristic polynomial. -/
theorem GaugeEquivalent.charpoly_eq {H K : Matrix n n ℂ} (h : GaugeEquivalent H K) :
    K.charpoly = H.charpoly := by
  obtain ⟨u, hu, rfl⟩ := h
  have hD : diagonal u * (diagonal u)ᴴ = 1 := by
    rw [diagonal_conjTranspose, diagonal_mul_diagonal, ← diagonal_one]
    refine congrArg diagonal (funext fun i => ?_)
    rw [Pi.star_apply, mul_comm, Complex.star_def, Complex.conj_mul', hu]; simp
  rw [Matrix.charpoly_mul_comm, ← Matrix.mul_assoc, hD, Matrix.one_mul]
```

Now let $A_{ji}=-A_{ij}$ and $P_{ij}=H_{ij}e^{iA_{ij}}$. Then $\bar P_{ji}=H_{ij}e^{-iA_{ji}}=P_{ij}$, so $P$ is Hermitian. It has the same bonds and moduli as $H$, and the same diagonal because $A_{ii}=0$. Both matrices therefore reduce to the same $R$, and $\chi_P=\chi_R=\chi_H$.

```lean
/-- On an acyclic hopping graph, Peierls phases from any real antisymmetric `A` leave the
characteristic polynomial of the Hamiltonian unchanged. -/
theorem tree_no_flux_response {H : Matrix n n ℂ} (hH : H.IsHermitian)
    (hG : (hoppingGraph H).IsAcyclic) (A : n → n → ℝ) (hA : ∀ i j, A j i = -A i j) :
    (peierls H A).charpoly = H.charpoly := by
  have hP : (peierls H A).IsHermitian := by
    ext i j
    rw [conjTranspose_apply]
    simp only [peierls, of_apply]
    rw [star_mul', hH.apply i j, hA i j, Complex.star_def, ← Complex.exp_conj]
    simp
  have hgraph : hoppingGraph (peierls H A) = hoppingGraph H := by
    ext i j
    simp [hoppingGraph, peierls, Complex.exp_ne_zero]
  -- both Hamiltonians reduce to the same real matrix
  have hz : zeroFlux (peierls H A) = zeroFlux H := by
    ext i j
    have h0 : A i i = 0 := by linarith [hA i i]
    simp only [zeroFlux, peierls, of_apply, norm_mul, Complex.norm_exp_ofReal_mul_I, mul_one, h0,
      Complex.ofReal_zero, zero_mul, Complex.exp_zero]
  have h1 := (tree_gauge hP (by rw [hgraph]; exact hG)).charpoly_eq
  rw [hz] at h1
  exact h1.symm.trans (tree_gauge hH hG).charpoly_eq
```

In a finite, non-interacting tight-binding model with orthonormal orbitals, where the field enters only through Peierls phases, the one-electron levels thus do not depend on the field if the hopping graph has no cycles. An open chain with one orbital per site and only nearest-neighbour hopping is an example; second-neighbour hopping would add triangles to its graph.

## The triangle keeps its phase

With a zero diagonal, only the two cyclic products survive in the determinant:

$$\det H=H_{01}H_{12}H_{20}+H_{02}H_{21}H_{10}=e^{if}+e^{-if}=2\cos f.$$

```lean
/-- The triangle with loop phase `f` has determinant `2 cos f`. -/
theorem triangle_det (f : ℝ) : (triangle f).det = 2 * (Real.cos f : ℂ) := by
  have h : (triangle f).det
      = Complex.exp (f * Complex.I) + Complex.exp (-(f * Complex.I)) := by
    simp [triangle, det_fin_three]
  rw [h, Complex.ofReal_cos, Complex.cos, neg_mul]
  ring
```

Replacing each hopping by its modulus gives the triangle at $f=0$.

```lean
/-- Replacing the hoppings of the triangle by their moduli gives the triangle with zero phase. -/
theorem triangle_zeroFlux (f : ℝ) :
    (zeroFlux (triangle f)).map Complex.ofReal = triangle 0 := by
  ext i j
  fin_cases i <;> fin_cases j <;> simp [zeroFlux, triangle, Complex.norm_exp]
```

If a gauge change removes the phase, the characteristic polynomials agree, hence so do the determinants: $2=2\cos f$. Conversely, $\cos f=1$ forces $\sin f=0$ and $e^{if}=1$, so the two matrices are already equal and $u_i=1$ works.

At $f=\pi$ the matrix is real, yet its determinant is $-2$, so no gauge change makes all three hoppings positive. Flipping the sign of one orbital can only move the minus sign to another bond or make all three hoppings negative.

```lean
/-- The phase of the triangle can be removed by a diagonal unitary exactly when `cos f = 1`. -/
theorem triangle_gauge_iff (f : ℝ) :
    GaugeEquivalent (triangle f) ((zeroFlux (triangle f)).map Complex.ofReal)
      ↔ Real.cos f = 1 := by
  rw [triangle_zeroFlux]
  constructor
  · intro h
    -- compare the two determinants
    have hd : (triangle 0).det = (triangle f).det := by
      rw [det_eq_sign_charpoly_coeff, det_eq_sign_charpoly_coeff, h.charpoly_eq]
    rw [triangle_det, triangle_det, Real.cos_zero] at hd
    have hr : (2 : ℝ) * 1 = 2 * Real.cos f := by exact_mod_cast hd
    linarith
  · intro h
    have hs : Real.sin f = 0 := by
      have h2 := Real.sin_sq_add_cos_sq f
      rw [h] at h2
      exact pow_eq_zero_iff (two_ne_zero) |>.1 (by linarith)
    have he : Complex.exp (f * Complex.I) = 1 := by
      rw [Complex.exp_mul_I, ← Complex.ofReal_cos, ← Complex.ofReal_sin, h, hs]
      simp
    have ht : triangle f = triangle 0 := by
      simp [triangle, Complex.exp_neg, he]
    exact ⟨fun _ => 1, by simp, by rw [ht]; simp⟩

end

end TreeGauge
```

```lean
#print axioms TreeGauge.tree_no_flux_response
-- 'TreeGauge.tree_no_flux_response' depends on axioms: [propext, Classical.choice, Quot.sound]
#print axioms TreeGauge.triangle_gauge_iff
-- 'TreeGauge.triangle_gauge_iff' depends on axioms: [propext, Classical.choice, Quot.sound]
```
